# Brillouin–Wigner denominators from repartitioned Rayleigh–Schrödinger theory, with the third-order energy

A reference state couples to excited states, one of which lies close to it in energy. The Rayleigh–Schrödinger denominator $\varepsilon_o-\varepsilon_k$ of that state is then small, while Brillouin–Wigner denominators $E-\varepsilon_k$ contain the perturbed energy $E$ itself, found self-consistently, which can stay away from the excited levels. Can an ordinary Rayleigh–Schrödinger routine produce them, and what is its third-order energy?

## Amplitudes and energies after the shift

Let $H_0=\mathrm{diag}(\varepsilon_k)$ with real $\varepsilon_k$, let $V$ be Hermitian, and let $P$ project on the reference basis state $o$. Fix a real $E\ne\varepsilon_k$ for all $k\ne o$, and split the same Hamiltonian $H_0+V$ as $A+W$:

$$A=H_0+(\varepsilon_o-E)(1-P),\qquad W=V-(\varepsilon_o-E)(1-P).$$

With corrections $\psi_j$ that have no reference component, Rayleigh–Schrödinger theory for $A+W$ gives

$$\psi_{1,k}=\frac{V_{ko}}{E-\varepsilon_k}\quad(k\ne o),\qquad E_2=\sum_{k\ne o}\frac{|V_{ko}|^2}{E-\varepsilon_k},$$

$$E_3=\langle\psi_1,V\psi_1\rangle+(E-\varepsilon_o-V_{oo})\|\psi_1\|^2.$$

The third-order Brillouin–Wigner term is $\langle\psi_1,V\psi_1\rangle$ alone, so the two expansions generally part at third order.

## Shifting both operators in a code

For a finite matrix problem at fixed $E$, a Rayleigh–Schrödinger routine yields these amplitudes once each excited energy is replaced by $\varepsilon_k+\varepsilon_o-E$. To keep the Hamiltonian $H_0+V$, the perturbation must change too: if $V$ is left unshifted, $\psi_1$ and $E_2$ stay the same, but the third-order energy lacks the term $(E-\varepsilon_o)\|\psi_1\|^2$.

## Derivation from the order equations

Insert power series in $\lambda$ for the state and energy into the eigenvalue equation of $A+\lambda W$. With $e_o$ the reference vector, the orders zero to three are

$$Ae_o=E_0e_o,\qquad A\psi_1+We_o=E_0\psi_1+E_1e_o,$$

$$A\psi_2+W\psi_1=E_0\psi_2+E_1\psi_1+E_2e_o,$$

$$A\psi_3+W\psi_2=E_0\psi_3+E_1\psi_2+E_2\psi_1+E_3e_o.$$

The shift vanishes on $e_o$, and $\psi_{j,o}=0$. The reference components therefore give $E_0=\varepsilon_o$, $E_1=V_{oo}$, $E_2=(V\psi_1)_o$ and $E_3=(V\psi_2)_o$.

For $k\ne o$, $A$ multiplies by $\varepsilon_k+\varepsilon_o-E$. The first two corrections obey

$$(E-\varepsilon_k)\psi_{1,k}=V_{ko},$$

$$(E-\varepsilon_k)\psi_{2,k}=(V\psi_1)_k+(E-\varepsilon_o-V_{oo})\psi_{1,k}.$$

Division gives $\psi_{1,k}$; inserting it into $E_2=\sum_{k\ne o}V_{ok}\psi_{1,k}$, with $V_{ok}=V_{ko}^*$, gives the second-order sum.

Since $E$ and $\varepsilon_k$ are real, Hermiticity also gives $V_{ok}=(E-\varepsilon_k)\psi_{1,k}^*$. Hence

$$E_3=\sum_{k\ne o}\psi_{1,k}^*(E-\varepsilon_k)\psi_{2,k}
=\sum_{k\ne o}\psi_{1,k}^*\left[(V\psi_1)_k+(E-\varepsilon_o-V_{oo})\psi_{1,k}\right],$$

which is the stated formula. If $E=E_0+E_1+E_2$, the bracketed coefficient $E-\varepsilon_o-V_{oo}$ equals $E_2$.

## Lean file

```lean
import Mathlib

open Matrix

namespace BrillouinWignerRepartitioning

noncomputable section

variable {n : Type*} [Fintype n] [DecidableEq n]

/-- The reference state: the basis vector with label `o`. -/
def refState (o k : n) : ℂ := if k = o then 1 else 0

/-- The projector `P` on the reference state. -/
def refProj (o : n) : Matrix n n ℂ := Matrix.diagonal (Pi.single o 1)

/-- The unperturbed Hamiltonian, diagonal with real energies `ε k`. -/
def unperturbed (ε : n → ℝ) : Matrix n n ℂ := Matrix.diagonal (fun k => (ε k : ℂ))

/-- The repartitioned unperturbed Hamiltonian `H0 + (ε o - E)(1 - P)`. -/
def shiftedH0 (ε : n → ℝ) (E : ℝ) (o : n) : Matrix n n ℂ :=
  unperturbed ε + ((ε o : ℂ) - (E : ℂ)) • (1 - refProj o)

/-- The repartitioned perturbation `V - (ε o - E)(1 - P)`. -/
def shiftedV (V : Matrix n n ℂ) (ε : n → ℝ) (E : ℝ) (o : n) : Matrix n n ℂ :=
  V - ((ε o : ℂ) - (E : ℂ)) • (1 - refProj o)

/-- The Rayleigh-Schroedinger equations of orders zero to three for the splitting `A + W`,
with corrections that have no component on the reference state. -/
structure OrderEquations (A W : Matrix n n ℂ) (o : n) (E0 E1 E2 E3 : ℂ)
    (ψ1 ψ2 ψ3 : n → ℂ) : Prop where
  zeroth : A *ᵥ refState o = E0 • refState o
  first : A *ᵥ ψ1 + W *ᵥ refState o = E0 • ψ1 + E1 • refState o
  second : A *ᵥ ψ2 + W *ᵥ ψ1 = E0 • ψ2 + E1 • ψ1 + E2 • refState o
  third : A *ᵥ ψ3 + W *ᵥ ψ2 = E0 • ψ3 + E1 • ψ2 + E2 • ψ1 + E3 • refState o
  norm1 : ψ1 o = 0
  norm2 : ψ2 o = 0
  norm3 : ψ3 o = 0

omit [Fintype n] in
/-- The repartitioning leaves the total Hamiltonian unchanged. -/
theorem repartition_sum (V : Matrix n n ℂ) (ε : n → ℝ) (E : ℝ) (o : n) :
    shiftedH0 ε E o + shiftedV V ε E o = unperturbed ε + V := by
  unfold shiftedH0 shiftedV
  abel

/-- A matrix acting on the reference state gives its column `o`. -/
theorem mulVec_refState (V : Matrix n n ℂ) (o k : n) : (V *ᵥ refState o) k = V k o := by
  simp [Matrix.mulVec, dotProduct, refState]

/-- The action of the two repartitioned operators on a vector, component by component. -/
theorem shifted_mulVec (V : Matrix n n ℂ) (ε : n → ℝ) (E : ℝ) (o : n) (x : n → ℂ) (k : n) :
    (shiftedH0 ε E o *ᵥ x) k = (if k = o then (ε o : ℂ) else ε k + ε o - E) * x k ∧
    (shiftedV V ε E o *ᵥ x) k
      = (V *ᵥ x) k - (if k = o then 0 else (ε o : ℂ) - E) * x k := by
  have hQ : ((ε o : ℂ) - (E : ℂ)) • (1 - refProj o)
      = Matrix.diagonal (fun k => if k = o then 0 else (ε o : ℂ) - E) := by
    ext i j
    rcases eq_or_ne i j with rfl | hij
    · by_cases h : i = o <;> simp [refProj, h]
    · simp [refProj, hij]
  constructor
  · rw [shiftedH0, hQ, unperturbed, Matrix.add_mulVec, Pi.add_apply,
      Matrix.mulVec_diagonal, Matrix.mulVec_diagonal]
    split_ifs with h
    · rw [h]; ring
    · ring
  · rw [shiftedV, hQ, Matrix.sub_mulVec, Pi.sub_apply, Matrix.mulVec_diagonal]

variable {V : Matrix n n ℂ} {ε : n → ℝ} {E : ℝ} {o : n} {E0 E1 E2 E3 : ℂ} {ψ1 ψ2 ψ3 : n → ℂ}

/-- For the repartitioned problem, the reference components of the order equations give the energies
`E0` to `E3`; the other components of orders one and two give equations for `ψ1` and `ψ2`. -/
theorem projected_equations
    (h : OrderEquations (shiftedH0 ε E o) (shiftedV V ε E o) o E0 E1 E2 E3 ψ1 ψ2 ψ3) :
    E0 = ε o ∧ E1 = V o o ∧ E2 = (V *ᵥ ψ1) o ∧ E3 = (V *ᵥ ψ2) o ∧
    ∀ k, k ≠ o → ((E : ℂ) - ε k) * ψ1 k = V k o ∧
      ((E : ℂ) - ε k) * ψ2 k = (V *ᵥ ψ1) k + ((E : ℂ) - ε o - V o o) * ψ1 k := by
  have h0 : E0 = ε o := by
    simpa [shifted_mulVec V ε E o, refState] using (congrFun h.zeroth o).symm
  have h1 : E1 = V o o := by
    simpa [shifted_mulVec V ε E o, mulVec_refState, refState, h.norm1]
      using (congrFun h.first o).symm
  have h2 : E2 = (V *ᵥ ψ1) o := by
    simpa [shifted_mulVec V ε E o, refState, h.norm1, h.norm2]
      using (congrFun h.second o).symm
  have h3 : E3 = (V *ᵥ ψ2) o := by
    simpa [shifted_mulVec V ε E o, refState, h.norm1, h.norm2, h.norm3]
      using (congrFun h.third o).symm
  refine ⟨h0, h1, h2, h3, fun k hk => ⟨?_, ?_⟩⟩
  · have e := congrFun h.first k
    simp only [Pi.add_apply, Pi.smul_apply, smul_eq_mul, shifted_mulVec V ε E o,
      mulVec_refState, refState, if_neg hk, h0] at e
    linear_combination -e
  · have e := congrFun h.second k
    simp only [Pi.add_apply, Pi.smul_apply, smul_eq_mul, shifted_mulVec V ε E o,
      refState, if_neg hk, h0, h1] at e
    linear_combination -e

/-- The first-order components of the repartitioned problem carry the Brillouin-Wigner
denominators `E - ε k`. -/
theorem first_order_component (hgap : ∀ k, k ≠ o → E ≠ ε k)
    (h : OrderEquations (shiftedH0 ε E o) (shiftedV V ε E o) o E0 E1 E2 E3 ψ1 ψ2 ψ3)
    (k : n) (hk : k ≠ o) : ψ1 k = V k o / ((E : ℂ) - ε k) := by
  have hne : (E : ℂ) - ε k ≠ 0 := sub_ne_zero.2 (by exact_mod_cast hgap k hk)
  rw [eq_div_iff hne, mul_comm]
  exact ((projected_equations h).2.2.2.2 k hk).1

/-- The second-order energy of the repartitioned problem is the second-order
Brillouin-Wigner sum. -/
theorem second_order_energy (hV : V.IsHermitian) (hgap : ∀ k, k ≠ o → E ≠ ε k)
    (h : OrderEquations (shiftedH0 ε E o) (shiftedV V ε E o) o E0 E1 E2 E3 ψ1 ψ2 ψ3) :
    E2 = ∑ k ∈ Finset.univ.erase o, ((‖V k o‖ ^ 2 / (E - ε k) : ℝ) : ℂ) := by
  rw [(projected_equations h).2.2.1]
  calc (V *ᵥ ψ1) o = ∑ k, V o k * ψ1 k := rfl
    _ = ∑ k ∈ Finset.univ.erase o, V o k * ψ1 k :=
        (Finset.sum_erase _ (by rw [h.norm1, mul_zero])).symm
    _ = _ := by
        refine Finset.sum_congr rfl fun k hk => ?_
        rw [first_order_component hgap h k (Finset.ne_of_mem_erase hk), ← hV.apply o k]
        push_cast
        rw [← Complex.conj_mul']
        exact (mul_div_assoc _ _ _).symm

/-- The third-order energy of the repartitioned problem is
`⟨ψ1, V ψ1⟩ + (E - ε o - V o o) ⟨ψ1, ψ1⟩`. -/
theorem third_order_energy (hV : V.IsHermitian)
    (h : OrderEquations (shiftedH0 ε E o) (shiftedV V ε E o) o E0 E1 E2 E3 ψ1 ψ2 ψ3) :
    E3 = star ψ1 ⬝ᵥ (V *ᵥ ψ1) + ((E : ℂ) - ε o - V o o) * (star ψ1 ⬝ᵥ ψ1) := by
  obtain ⟨-, -, -, h3, hk'⟩ := projected_equations h
  have key : ∀ k, V o k * ψ2 k = star (ψ1 k) * (V *ᵥ ψ1) k
      + ((E : ℂ) - ε o - V o o) * (star (ψ1 k) * ψ1 k) := by
    intro k
    by_cases hk : k = o
    · rw [hk, h.norm2, h.norm1]; simp
    · obtain ⟨a1, a2⟩ := hk' k hk
      -- the coupling to the reference state is the conjugate first-order amplitude
      have hs : V o k = ((E : ℂ) - ε k) * star (ψ1 k) := by
        rw [← hV.apply o k, ← a1, star_mul', star_sub]
        simp
      -- the second-order equation removes `ψ2`
      rw [hs]
      linear_combination star (ψ1 k) * a2
  rw [h3]
  calc (V *ᵥ ψ2) o = ∑ k, V o k * ψ2 k := rfl
    _ = ∑ k, (star (ψ1 k) * (V *ᵥ ψ1) k
          + ((E : ℂ) - ε o - V o o) * (star (ψ1 k) * ψ1 k)) :=
        Finset.sum_congr rfl fun k _ => key k
    _ = _ := by
        rw [Finset.sum_add_distrib, ← Finset.mul_sum]
        rfl

/-- If `E` equals the sum of the energies through second order, the third-order energy is
`⟨ψ1, V ψ1⟩ + E2 ⟨ψ1, ψ1⟩`. -/
theorem third_order_energy_selfconsistent (hV : V.IsHermitian)
    (h : OrderEquations (shiftedH0 ε E o) (shiftedV V ε E o) o E0 E1 E2 E3 ψ1 ψ2 ψ3)
    (hE : (E : ℂ) = E0 + E1 + E2) :
    E3 = star ψ1 ⬝ᵥ (V *ᵥ ψ1) + E2 * (star ψ1 ⬝ᵥ ψ1) := by
  obtain ⟨h0, h1, -⟩ := projected_equations h
  linear_combination third_order_energy hV h + (star ψ1 ⬝ᵥ ψ1) * (hE + h0 + h1)

/-- When `E` differs from all `ε k` with `k ≠ o`, the order equations of the repartitioned
problem have a solution. -/
theorem exists_orderEquations (V : Matrix n n ℂ) (hgap : ∀ k, k ≠ o → E ≠ ε k) :
    ∃ E1 E2 E3 ψ1 ψ2 ψ3,
      OrderEquations (shiftedH0 ε E o) (shiftedV V ε E o) o (ε o) E1 E2 E3 ψ1 ψ2 ψ3 := by
  have hA := fun x k => (shifted_mulVec V ε E o x k).1
  -- a source without reference component can be inverted
  have solve : ∀ r : n → ℂ, r o = 0 →
      ∃ x : n → ℂ, x o = 0 ∧ shiftedH0 ε E o *ᵥ x = (ε o : ℂ) • x + r := by
    intro r hr
    refine ⟨fun k => if k = o then 0 else r k / ((ε k : ℂ) - E), by simp, ?_⟩
    ext k
    rw [hA]
    by_cases hk : k = o
    · simp [hk, hr]
    · have hne : (ε k : ℂ) - E ≠ 0 := sub_ne_zero.2 (by exact_mod_cast (hgap k hk).symm)
      have hc : ((ε k : ℂ) - E) * (r k / ((ε k : ℂ) - E)) = r k := by field_simp
      simp only [Pi.add_apply, Pi.smul_apply, smul_eq_mul, if_neg hk]
      linear_combination hc
  generalize shiftedV V ε E o = W
  obtain ⟨ψ1, n1, h1⟩ := solve
    ((W *ᵥ refState o) o • refState o - W *ᵥ refState o) (by simp [refState])
  obtain ⟨ψ2, n2, h2⟩ := solve
    ((W *ᵥ refState o) o • ψ1 + (W *ᵥ ψ1) o • refState o - W *ᵥ ψ1) (by simp [refState, n1])
  obtain ⟨ψ3, n3, h3⟩ := solve
    ((W *ᵥ refState o) o • ψ2 + (W *ᵥ ψ1) o • ψ1 + (W *ᵥ ψ2) o • refState o - W *ᵥ ψ2)
    (by simp [refState, n1, n2])
  refine ⟨(W *ᵥ refState o) o, (W *ᵥ ψ1) o, (W *ᵥ ψ2) o, ψ1, ψ2, ψ3,
    ⟨?_, by rw [h1]; abel, by rw [h2]; abel, by rw [h3]; abel, n1, n2, n3⟩⟩
  ext k
  rw [hA]
  by_cases hk : k = o <;> simp [refState, hk]

/-- A two-level system with levels 0 and 3, coupling 2 and `E = -1`: the energies of orders
zero to three are 0, 0, -1 and -1/4, while -1 is an exact eigenvalue of `H0 + V`. -/
theorem two_level_witness :
    OrderEquations (shiftedH0 ![0, 3] (-1) (0 : Fin 2))
      (shiftedV !![0, 2; 2, 0] ![0, 3] (-1) 0) 0 0 0 (-1) (-1 / 4)
      ![0, -1 / 2] ![0, -1 / 8] ![0, 3 / 32] ∧
    (unperturbed ![0, 3] + !![0, 2; 2, 0]) *ᵥ ![1, -1 / 2] = (-1 : ℂ) • ![1, -1 / 2] := by
  have hS := shifted_mulVec (!![0, 2; 2, 0] : Matrix (Fin 2) (Fin 2) ℂ) ![0, 3] (-1) 0
  refine ⟨⟨?_, ?_, ?_, ?_, by simp, by simp, by simp⟩, ?_⟩
  · ext k
    simp only [Pi.smul_apply, hS]
    fin_cases k <;> simp [refState]
  · ext k
    simp only [Pi.add_apply, Pi.smul_apply, hS, mulVec_refState]
    fin_cases k <;> simp [refState]
    norm_num
  · ext k
    simp only [Pi.add_apply, Pi.smul_apply, hS]
    fin_cases k <;> simp [refState, Matrix.mulVec, dotProduct, Fin.sum_univ_two] <;> norm_num
  · ext k
    simp only [Pi.add_apply, Pi.smul_apply, hS]
    fin_cases k <;> simp [refState, Matrix.mulVec, dotProduct, Fin.sum_univ_two] <;> norm_num
  · ext k
    fin_cases k <;>
      simp [unperturbed, Matrix.mulVec, dotProduct, Fin.sum_univ_two, Matrix.diagonal_apply] <;>
      norm_num

end

end BrillouinWignerRepartitioning
```

```lean
#print axioms BrillouinWignerRepartitioning.second_order_energy
-- 'BrillouinWignerRepartitioning.second_order_energy' depends on axioms: [propext, Classical.choice, Quot.sound]
#print axioms BrillouinWignerRepartitioning.third_order_energy
-- 'BrillouinWignerRepartitioning.third_order_energy' depends on axioms: [propext, Classical.choice, Quot.sound]
#print axioms BrillouinWignerRepartitioning.third_order_energy_selfconsistent
-- 'BrillouinWignerRepartitioning.third_order_energy_selfconsistent' depends on axioms: [propext, Classical.choice, Quot.sound]
#print axioms BrillouinWignerRepartitioning.exists_orderEquations
-- 'BrillouinWignerRepartitioning.exists_orderEquations' depends on axioms: [propext, Classical.choice, Quot.sound]
```

## Fixed energy, finite matrices and third order

The finite type `n` labels the basis states, and `shiftedH0` and `shiftedV` are $A$ and $W$. `OrderEquations` contains the four equations above and the conditions $\psi_{j,o}=0$, which express intermediate normalisation. These equations are the definition of the perturbation theory here; the energies are complex unknowns determined by them. In the third-order formula, `star ψ1 ⬝ᵥ ψ1` is $\|\psi_1\|^2$.

`repartition_sum` checks that the total Hamiltonian is unchanged. `shifted_mulVec` computes both actions by component, and `projected_equations` takes the projections. `first_order_component` divides by the nonzero gap; `second_order_energy` removes the zero reference term from the sum. In `third_order_energy`, `key` performs the elimination of $\psi_2$ term by term, with `linear_combination` applying the second-order equation. `third_order_energy_selfconsistent` substitutes the condition on $E$.

`exists_orderEquations` solves the equations successively by inverting $A-\varepsilon_o$ on the excited states. It needs $E\ne\varepsilon_k$ only for $k\ne o$, so an excited level may coincide with $\varepsilon_o$.

`two_level_witness` takes levels 0 and 3, coupling 2 and $E=-1$. This $E$ is an exact eigenvalue, with normalised eigenvector $(2,-1)/\sqrt5$, and equals $E_0+E_1+E_2$. Yet $E_3=-1/4$, so adding third order moves the energy to $-5/4$, away from the exact value.

The theorems treat $E$ as a given number. They neither construct a self-consistent $E$ nor address convergence of the series or infinite-dimensional Hamiltonians.
